# Zero mean and the zero-variance condition for a force estimator with full warp at long range

## An atom that moves and a force that should be zero

In quantum Monte Carlo, the energy is an average of a local energy over sampled electron positions. To get a force, one displaces an atom and asks how this average changes. If the samples stay where they are while the atom moves, each one sees a different local energy and density, and the resulting derivative is noisy. A space warp reduces this noise by dragging electrons along with the atom.

The simplest test is one electron on a line and one atom that carries everything with it. With the atom at displacement $R$, the local energy at position $y$ is $e(y-R)$ and the density is $p(y-R)$, with $p>0$. The average energy does not depend on $R$, so the exact force is zero, and any non-zero value of the estimator is noise.

The warp moves an electron from $x$ to $x+R\,w(x)$. Weight $w=1$ means that it follows the atom fully, $w=0$ that it stays put. Its position relative to the atom is
$$r(R)=x+R\,w(x)-R .$$
The moved sample must be reweighted by the ratio of new to old density times the Jacobian $1+R\,w'(x)$ of the warp. This gives the reweighted energy
$$E_x(R)=\bigl(e(r(R))-c\bigr)\,\frac{p(r(R))\,(1+R\,w'(x))}{p(x)} .$$
The constant $c$ is a reference energy. In practice it is the mean energy, whose subtraction accounts for the changing normalisation of the weights; here it may be any real number.

## What is claimed, and how Lean says it

The estimator is
$$F=(w-1)\,e'+(e-c)\Bigl((w-1)\frac{p'}{p}+w'\Bigr).$$
Let $e$, $p$, $w$ be continuously differentiable, $p$ positive everywhere, and $w-1$ zero outside a bounded interval. Then:

- $F(x)$ is the derivative of $E_x(R)$ at $R=0$ (`hasDerivAt_reweightedEnergy`).
- $\int F\,p\,dx=0$ (`integral_forceEstimator`).
- $\int F^2p\,dx=0$ if and only if at every $x$ either $w(x)=1$ or $e(x)=c$ (`zero_variance_iff`).

In the file, $r$ is `relPos`, $E_x(R)$ is `reweightedEnergy` and $F$ is `forceEstimator`. `ContDiff ℝ 1` says "continuously differentiable", and `HasCompactSupport (fun x => w x - 1)` is the condition on the warp. Integrals run over the whole line. The estimator is the energy derivative, so the force has the opposite sign.

The density need not be normalised. If it is, the two integrals are the mean and, because the mean is zero, the variance of $F$.

The support condition means that electrons far away follow the atom completely. It keeps energy from flowing in at infinity, a task that a decaying density would usually perform. It also excludes the unwarped estimator, $w=0$ everywhere, and the usual warps for molecules, which are full at the moving nucleus but only partial far away. The conditions on $p$ exclude nodes of the wave function, where $p=0$, and cusps at a nucleus, where $p$ is not differentiable. The model has one electron, one dimension and a single rigid atom; in a molecule, the local energy is not simply carried along by one nucleus.

## The estimator as a derivative

At $R=0$ we have $r=x$ and $dr/dR=w(x)-1$. By the chain rule,
$$\frac{d}{dR}e(r)\Big|_0=(w-1)e',\qquad \frac{d}{dR}\,\frac{p(r)(1+Rw')}{p(x)}\Big|_0=(w-1)\frac{p'}{p}+w' .$$
The reweighting factor itself equals 1 at $R=0$, so the product rule applied to $E_x(R)$ gives exactly $F(x)$.

## Zero mean from a flux

Multiply $F$ by $p$:
$$F\,p=(w-1)e'p+(w-1)(e-c)p'+w'(e-c)p=\frac{d}{dx}\bigl[(w-1)(e-c)p\bigr].$$
The bracket, called $G$, is the flux of energy carried by the electrons relative to the atom (`warpFlux`). It vanishes outside some interval $[-L,L]$, so
$$\int F\,p\,dx=G(L)-G(-L)=0 .$$

## When the noise disappears

Suppose $\int F^2p\,dx=0$. The integrand is continuous and non-negative, so it is zero everywhere, and $p>0$ forces $F=0$. Then $G'=Fp=0$ and $G$ is constant. Since $G$ vanishes far away, the constant is zero. Dividing $(w-1)(e-c)p=0$ by $p$ leaves $w=1$ or $e=c$ at each point.

Conversely, if one of the two holds at each point, $G$ is identically zero. Hence $Fp=G'=0$ and $F=0$.

Two special cases are full warping everywhere, and a constant local energy $e=c$, as for an exact eigenstate, where the warp does not matter.

Pointwise, more care is needed. If $w=1$ in a neighbourhood of $x$, then $w'(x)=0$ as well and $F(x)=0$. If $w=1$ only at $x$ itself, what remains is $F(x)=(e(x)-c)\,w'(x)$, which can be non-zero if $w$ passes through 1 there. A warp weight that never exceeds 1 has a maximum at such a point, so $w'(x)=0$ and again $F(x)=0$.

## A partial warp with numbers

Let $w(x)=1-(1-x^2)^2$ for $|x|\le1$ and $w=1$ outside. With the atom at $x=0$, this warp is weakest where a practical one is full; it is chosen for its easy integrals. Take $e(x)=x$ and $c=0$, and let $p=\tfrac14$ on $[-1,1]$, with smooth positive tails that hold the other half of the probability. Inside the interval $p'=0$ and $w'=4x(1-x^2)$, so
$$F=-(1-x^2)^2+4x^2(1-x^2)=-1+6x^2-5x^4 ,$$
and outside it $F=0$. The mean is
$$\tfrac14\int_{-1}^{1}(-1+6x^2-5x^4)\,dx=\tfrac14\cdot2\,(-1+2-1)=0 ,$$
and the variance is
$$\tfrac14\cdot2\Bigl(1-4+\tfrac{46}{5}-\tfrac{60}{7}+\tfrac{25}{9}\Bigr)=\tfrac{64}{315}\approx0.203 .$$
The estimator is right on average, but a single sample at $x=0$ gives $F=-1$, a spurious force of $+1$. With $w=1$ everywhere, every sample reports 0.

## Without full warp at long range

Drop the support condition and take $w=0$, $c=0$ and the normalised density $p(x)=1/(\pi(1+x^2))$. For $e(x)=(1+x^2)\arctan x$, the flux is $G=-\arctan(x)/\pi$, which has different limits at the two ends. Its derivative is $-p$, so $F=-1$ at every point and the mean is $-1$ instead of 0.

The variance condition fails too. With the same $w$, $c$ and $p$ but $e(x)=1+x^2$, the flux is the constant $-1/\pi$. Then $F=0$ everywhere, although $w\ne1$ and $e\ne c$ at every point. In both examples the local energy grows too fast for its average to exist.

## The Lean file

```lean
import Mathlib

open MeasureTheory Topology

namespace WarpedForceEstimator

noncomputable section

/-- Position, relative to an atom displaced by `R`, of an electron that started at `x` and
was dragged along by `R * w x`. -/
def relPos (w : ℝ → ℝ) (x R : ℝ) : ℝ := x + R * w x - R

/-- Local energy, measured from `c`, of the warped sample when the atom has moved by `R`, reweighted
by the ratio of new to old density times the Jacobian of the warp. The domain is `p x ≠ 0` with `w`
differentiable at `x`. -/
def reweightedEnergy (e p w : ℝ → ℝ) (c x R : ℝ) : ℝ :=
  (e (relPos w x R) - c) *
    (p (relPos w x R) * deriv (fun y => y + R * w y) x / p x)

/-- The warped estimator of the energy derivative (the force up to sign) for a rigidly moving atom,
with local energy `e`, density `p`, warp weight `w` and reference energy `c`. The domain is
`p x ≠ 0` with `e`, `p`, `w` differentiable at `x`. -/
def forceEstimator (e p w : ℝ → ℝ) (c x : ℝ) : ℝ :=
  (w x - 1) * deriv e x + (e x - c) * ((w x - 1) * (deriv p x / p x) + deriv w x)

/-- The flux `(w - 1) (e - c) p` of energy carried by the electrons relative to the atom. -/
def warpFlux (e p w : ℝ → ℝ) (c x : ℝ) : ℝ := (w x - 1) * ((e x - c) * p x)

/-- Where `e`, `p`, `w` are differentiable and the density is positive, the estimator is the
derivative of the reweighted energy with respect to the atomic displacement, at zero
displacement. -/
theorem hasDerivAt_reweightedEnergy {e p w : ℝ → ℝ} (c : ℝ) {x : ℝ}
    (he : DifferentiableAt ℝ e x) (hp : DifferentiableAt ℝ p x)
    (hw : DifferentiableAt ℝ w x) (hpos : 0 < p x) :
    HasDerivAt (fun R => reweightedEnergy e p w c x R) (forceEstimator e p w c x) 0 := by
  have h0 : relPos w x 0 = x := by simp [relPos]
  -- the Jacobian of the warp
  have hJac : ∀ R : ℝ, deriv (fun y => y + R * w y) x = 1 + R * deriv w x := fun R =>
    ((hasDerivAt_id' x).fun_add (hw.hasDerivAt.const_mul R)).deriv
  have hJ : HasDerivAt (fun R : ℝ => 1 + R * deriv w x) (deriv w x) 0 :=
    (((hasDerivAt_id' (0 : ℝ)).mul_const (deriv w x)).const_add 1).congr_deriv (by ring)
  -- the velocity of the electron relative to the atom is `w - 1`
  have hr : HasDerivAt (relPos w x) (w x - 1) 0 :=
    ((((hasDerivAt_id' (0 : ℝ)).mul_const (w x)).const_add x).fun_sub
      (hasDerivAt_id' (0 : ℝ))).congr_deriv (by ring)
  have he0 : HasDerivAt e (deriv e x) (relPos w x 0) := by
    rw [h0]; exact he.hasDerivAt
  have hp0 : HasDerivAt p (deriv p x) (relPos w x 0) := by
    rw [h0]; exact hp.hasDerivAt
  have he1 : HasDerivAt (fun R => e (relPos w x R)) ((w x - 1) * deriv e x) 0 :=
    (he0.comp 0 hr).congr_deriv (by ring)
  have hp1 : HasDerivAt (fun R => p (relPos w x R)) ((w x - 1) * deriv p x) 0 :=
    (hp0.comp 0 hr).congr_deriv (by ring)
  simp only [reweightedEnergy, hJac]
  refine ((he1.sub_const c).fun_mul ((hp1.fun_mul hJ).div_const (p x))).congr_deriv ?_
  simp only [h0, forceEstimator, zero_mul, add_zero, mul_one]
  rw [div_self hpos.ne', add_div, mul_div_cancel_left₀ _ hpos.ne']
  ring

/-- Where `e`, `p`, `w` are differentiable and the density is positive, the estimator times the
density is the derivative of the flux. -/
theorem hasDerivAt_warpFlux {e p w : ℝ → ℝ} (c : ℝ) {x : ℝ}
    (he : DifferentiableAt ℝ e x) (hp : DifferentiableAt ℝ p x)
    (hw : DifferentiableAt ℝ w x) (hpos : 0 < p x) :
    HasDerivAt (warpFlux e p w c) (forceEstimator e p w c x * p x) x := by
  have h : deriv p x / p x * p x = deriv p x := div_mul_cancel₀ _ hpos.ne'
  refine ((hw.hasDerivAt.sub_const 1).fun_mul
    ((he.hasDerivAt.sub_const c).fun_mul hp.hasDerivAt)).congr_deriv ?_
  simp only [forceEstimator]
  linear_combination (-(w x - 1) * (e x - c)) * h

/-- If `w - 1` has compact support, so has the flux. -/
theorem hasCompactSupport_warpFlux (e p : ℝ → ℝ) {w : ℝ → ℝ} (c : ℝ)
    (hs : HasCompactSupport (fun x => w x - 1)) :
    HasCompactSupport (warpFlux e p w c) := by
  refine hs.mono (fun x hx h => hx ?_)
  have h' : w x - 1 = 0 := h
  show (w x - 1) * ((e x - c) * p x) = 0
  rw [h', zero_mul]

/-- For continuously differentiable `e`, `p`, `w` with `p` positive and `w - 1` of compact
support, the estimator has integral zero against the density. -/
theorem integral_forceEstimator {e p w : ℝ → ℝ} (c : ℝ)
    (he : ContDiff ℝ 1 e) (hp : ContDiff ℝ 1 p) (hw : ContDiff ℝ 1 w)
    (hpos : ∀ x, 0 < p x) (hs : HasCompactSupport (fun x => w x - 1)) :
    ∫ x, forceEstimator e p w c x * p x = 0 := by
  have hd : ∀ x, HasDerivAt (warpFlux e p w c) (forceEstimator e p w c x * p x) x :=
    fun x => hasDerivAt_warpFlux c (he.differentiable (by simp) x)
      (hp.differentiable (by simp) x) (hw.differentiable (by simp) x) (hpos x)
  have hB : ContDiff ℝ 1 (warpFlux e p w c) :=
    (hw.sub contDiff_const).mul ((he.sub contDiff_const).mul hp)
  have hc := hasCompactSupport_warpFlux e p c hs
  have hF : (fun x => forceEstimator e p w c x * p x) = deriv (warpFlux e p w c) :=
    funext fun x => (hd x).deriv.symm
  -- a total derivative of a compactly supported flux integrates to zero
  refine integral_eq_zero_of_hasDerivAt_of_integrable hd ?_
    (hB.continuous.integrable_of_hasCompactSupport hc)
  rw [hF]
  exact (hB.continuous_deriv (by simp)).integrable_of_hasCompactSupport hc.deriv

/-- For continuously differentiable `e`, `p`, `w` with `p` positive and `w - 1` of compact
support, the second moment of the estimator against the density vanishes exactly when, at every
point, the warp is full or the local energy equals `c`. -/
theorem zero_variance_iff {e p w : ℝ → ℝ} (c : ℝ)
    (he : ContDiff ℝ 1 e) (hp : ContDiff ℝ 1 p) (hw : ContDiff ℝ 1 w)
    (hpos : ∀ x, 0 < p x) (hs : HasCompactSupport (fun x => w x - 1)) :
    ∫ x, forceEstimator e p w c x ^ 2 * p x = 0 ↔ ∀ x, w x = 1 ∨ e x = c := by
  have hd : ∀ x, deriv (warpFlux e p w c) x = forceEstimator e p w c x * p x :=
    fun x => (hasDerivAt_warpFlux c (he.differentiable (by simp) x)
      (hp.differentiable (by simp) x) (hw.differentiable (by simp) x) (hpos x)).deriv
  have hB : ContDiff ℝ 1 (warpFlux e p w c) :=
    (hw.sub contDiff_const).mul ((he.sub contDiff_const).mul hp)
  have hc := hasCompactSupport_warpFlux e p c hs
  constructor
  · intro hint
    have hform : (fun x => forceEstimator e p w c x ^ 2 * p x) =
        fun x => deriv (warpFlux e p w c) x ^ 2 / p x := by
      funext x
      rw [hd, eq_div_iff (hpos x).ne']
      ring
    have hcont : Continuous (fun x => forceEstimator e p w c x ^ 2 * p x) := by
      rw [hform]
      exact ((hB.continuous_deriv (by simp)).pow 2).div hp.continuous
        (fun x => (hpos x).ne')
    have hcomp : HasCompactSupport (fun x => forceEstimator e p w c x ^ 2 * p x) := by
      refine hc.deriv.mono (fun x hx h => hx ?_)
      have h' : forceEstimator e p w c x * p x = 0 := (hd x).symm.trans h
      show forceEstimator e p w c x ^ 2 * p x = 0
      linear_combination forceEstimator e p w c x * h'
    -- a continuous non-negative integrand with zero integral vanishes, so the flux is constant
    have hzero : ∀ x, deriv (warpFlux e p w c) x = 0 := by
      intro x
      by_contra hne
      have hx : forceEstimator e p w c x ^ 2 * p x ≠ 0 := by
        refine mul_ne_zero (pow_ne_zero 2 fun h => hne ?_) (hpos x).ne'
        rw [hd, h, zero_mul]
      have hgt := hcont.integral_pos_of_hasCompactSupport_nonneg_nonzero (μ := volume) hcomp
        (fun y => mul_nonneg (sq_nonneg _) (hpos y).le) hx
      exact hgt.ne' hint
    -- the constant is zero, because the flux vanishes far away
    have hK : IsCompact (tsupport (warpFlux e p w c)) := hc
    obtain ⟨y, hy⟩ := (Set.ne_univ_iff_exists_notMem _).1 hK.ne_univ
    intro x
    have hx : (w x - 1) * ((e x - c) * p x) = 0 :=
      (is_const_of_deriv_eq_zero (hB.differentiable (by simp)) hzero x y).trans
        (image_eq_zero_of_notMem_tsupport hy)
    rcases mul_eq_zero.1 hx with h | h
    · exact Or.inl (sub_eq_zero.1 h)
    · exact Or.inr (sub_eq_zero.1 ((mul_eq_zero.1 h).resolve_right (hpos x).ne'))
  · intro h
    have hflux : warpFlux e p w c = fun _ => 0 := by
      funext x
      rcases h x with h | h <;> simp [warpFlux, h]
    have hF : ∀ x, forceEstimator e p w c x = 0 := by
      intro x
      have hx := hd x
      rw [hflux, deriv_const] at hx
      exact (mul_eq_zero.1 hx.symm).resolve_right (hpos x).ne'
    simp [hF]

/-- If the warp is full in a neighbourhood of `x`, the estimator vanishes at `x`. -/
theorem forceEstimator_of_full_warp (e p : ℝ → ℝ) {w : ℝ → ℝ} (c : ℝ) {x : ℝ}
    (h : w =ᶠ[𝓝 x] fun _ => 1) : forceEstimator e p w c x = 0 := by
  have h1 : w x = 1 := h.eq_of_nhds
  have h2 : deriv w x = 0 := by rw [h.deriv_eq, deriv_const]
  simp [forceEstimator, h1, h2]

/-- If the warp weight equals one at the point `x`, the estimator there is `(e - c) w'`. -/
theorem forceEstimator_of_eq_one (e p : ℝ → ℝ) {w : ℝ → ℝ} (c : ℝ) {x : ℝ}
    (h : w x = 1) : forceEstimator e p w c x = (e x - c) * deriv w x := by
  simp [forceEstimator, h]

end

end WarpedForceEstimator
```

```lean
#print axioms WarpedForceEstimator.integral_forceEstimator
#print axioms WarpedForceEstimator.zero_variance_iff
#print axioms WarpedForceEstimator.forceEstimator_of_full_warp
#print axioms WarpedForceEstimator.forceEstimator_of_eq_one
```

```
'WarpedForceEstimator.integral_forceEstimator' depends on axioms: [propext, Classical.choice, Quot.sound]
'WarpedForceEstimator.zero_variance_iff' depends on axioms: [propext, Classical.choice, Quot.sound]
'WarpedForceEstimator.forceEstimator_of_full_warp' depends on axioms: [propext, Classical.choice, Quot.sound]
'WarpedForceEstimator.forceEstimator_of_eq_one' depends on axioms: [propext, Classical.choice, Quot.sound]
```

## From the calculus to the Lean proof

`hasDerivAt_reweightedEnergy` assembles the derivative from its parts. `hJac` computes the Jacobian and `hJ` differentiates it in $R$; `hr` is the relative velocity $w-1$, and `he1` and `hp1` are the two chain rules. The product rule (`fun_mul`) combines them, and positivity of the density allows the cancellation of $p(x)$ before `ring` matches the result with $F$. This theorem is about one sample at a time; it does not interchange the derivative with the integral.

`hasDerivAt_warpFlux` is the identity $G'=Fp$. The product rule produces the three terms, and `linear_combination` uses $(p'/p)\,p=p'$ to identify them with $Fp$. `hasCompactSupport_warpFlux` shows that the flux has compact support, because it is zero wherever $w-1$ is.

In `integral_forceEstimator`, the last step by hand is the Mathlib lemma `integral_eq_zero_of_hasDerivAt_of_integrable`: if a function and its derivative are both integrable over the line, the derivative has integral zero. Both are integrable here because they are continuous with compact support.

The forward half of `zero_variance_iff` first writes $F^2p$ as $(G')^2/p$, which makes its continuity plain (`hcont`). `hcomp` supplies its compact support. If $G'$ were non-zero at some point, the integrand would be non-zero there and its integral strictly positive, contradicting the assumption; this is `hzero`. The proof then picks a point `y` outside the support of the flux, which exists because the line is not compact, and compares the constant $G$ at `x` and `y`. The two `mul_eq_zero` steps split the vanishing product into $w=1$ or $e=c$. The reverse half shows that the flux is the zero function and reads $F=0$ from its derivative.

The last two theorems treat single points. `forceEstimator_of_full_warp` assumes `w =ᶠ[𝓝 x] fun _ => 1`, meaning $w=1$ throughout some neighbourhood of $x$, and gets both $w(x)=1$ and $w'(x)=0$ from it. `forceEstimator_of_eq_one` has only the first of these, and so keeps the term $(e-c)w'$.
